# In a tight-binding ring of three or more sites, the block in the last site's row and the first site's column is the closing bond's hopping term

The lemma concerns a finite, non-interacting tight-binding ring with real on-site energies and spin-dependent hopping, written as a site matrix whose entries are complex 2 by 2 spin blocks. For `N ≥ 3` sites, it states that the block in the row of the last site `k = N - 1` and the column of site `0` is `t k • U k`, a real amplitude times a spin matrix that need not be unitary. The attempt unfolds the ring into open chain plus closing bond and splits on the conditions that define their entries. Each resulting case goes to `omega`, or to `simp` if `omega` fails.

In Lean, a first try:

```lean
import Mathlib

open Matrix Polynomial

namespace RingLastBond

noncomputable section

/-- Operators on the spin space of one site: complex 2 by 2 matrices. -/
abbrev Spin := Matrix (Fin 2) (Fin 2) ℂ

/-- The open chain with spin-orbit hopping `t j • U j` between sites `j` and `j + 1`,
written as a site matrix of spin blocks. -/
def openChain (N : ℕ) (e t : ℕ → ℝ) (U : ℕ → Spin) : Matrix (Fin N) (Fin N) Spin :=
  Matrix.of fun i j =>
    if (i : ℕ) = (j : ℕ) then (e i : ℂ) • (1 : Spin)
    else if (i : ℕ) + 1 = (j : ℕ) then (t i : ℂ) • U i
    else if (j : ℕ) + 1 = (i : ℕ) then (t j : ℂ) • (U j)ᴴ else 0

/-- For `N ≥ 2`, the bond that joins the last site `N - 1` to site `0`, with its Hermitian
conjugate. -/
def closingBond (N : ℕ) (t : ℕ → ℝ) (U : ℕ → Spin) : Matrix (Fin N) (Fin N) Spin :=
  Matrix.of fun i j =>
    if (i : ℕ) + 1 = N ∧ (j : ℕ) = 0 then (t i : ℂ) • U i
    else if (j : ℕ) + 1 = N ∧ (i : ℕ) = 0 then (t j : ℂ) • (U j)ᴴ else 0

/-- The ring: the open chain together with the closing bond. -/
def closedRing (N : ℕ) (e t : ℕ → ℝ) (U : ℕ → Spin) : Matrix (Fin N) (Fin N) Spin :=
  openChain N e t U + closingBond N t U

/-- In a ring of at least three sites, the block between the last site `k` and site `0` is
`t k • U k`. -/
theorem ring_last_bond {N : ℕ} (hN : 3 ≤ N) {e t : ℕ → ℝ} {U : ℕ → Spin} {k : ℕ}
    (hk : k + 1 = N) :
    closedRing N e t U ⟨k, by omega⟩ ⟨0, by omega⟩ = (t k : ℂ) • U k := by
  simp only [closedRing, openChain, closingBond, Matrix.add_apply, Matrix.of_apply]
  split_ifs <;> first | omega | simp

end

end RingLastBond
```

Lean reports:

```
Main.lean:35:72: error: unsolved goals
case pos
N : ℕ
hN : 3 ≤ N
e t : ℕ → ℝ
U : ℕ → Spin
k : ℕ
hk : k + 1 = N
h✝² : ¬k = 0
h✝¹ : False
h✝ : k + 1 = N ∧ True
⊢ t k = 0 ∨ U k = 0

case neg
N : ℕ
hN : 3 ≤ N
e t : ℕ → ℝ
U : ℕ → Spin
k : ℕ
hk : k + 1 = N
h✝⁴ : ¬k = 0
h✝³ : ¬False
h✝² : ¬0 + 1 = k
h✝¹ : ¬(k + 1 = N ∧ True)
h✝ : ¬(0 + 1 = N ∧ k = 0)
⊢ 0 = t k • U k
```

Both unsolved goals in the message are cases that cannot occur, left open because `simp` rewrote the goal without using the contradiction in the hypotheses. In the first, the chain's condition `k + 1 = 0` has become the hypothesis `False`. The chain and the closing bond then each contribute `t k • U k`, and `simp` reduces the goal to `t k = 0 ∨ U k = 0`. In the second, `¬(k + 1 = N ∧ True)` contradicts `hk`, but both contributions are zero and `simp` leaves `0 = t k • U k`.

`omega` closed neither case, although it is tried first. Since `simp` made progress, `first` counted it as a success and the unfinished goals remained.

In the repair, `contradiction` closes the first case from the hypothesis `False`. `simp_all`, which also simplifies the hypotheses and uses them, closes the second by using `hk` to reduce the negated condition to `False`.

This version goes through:

```diff
@@ -35,5 +35,5 @@
     closedRing N e t U ⟨k, by omega⟩ ⟨0, by omega⟩ = (t k : ℂ) • U k := by
   simp only [closedRing, openChain, closingBond, Matrix.add_apply, Matrix.of_apply]
-  split_ifs <;> first | omega | simp
+  split_ifs <;> first | omega | contradiction | simp_all
 
 end
```
